# Plane waves on a uniform grid of N points are orthogonal unless their wave numbers agree modulo N

The theorem `grid_orthogonality` concerns plane waves exp(ikx) with integer wave number k in one dimension, sampled at the N points 2πj/N of one period, where N is positive. It states that the average over the grid of the conjugate of wave q times wave g is 1 if q and g are congruent modulo N, and 0 otherwise. The waves themselves carry no normalising factor; the 1/N in front of the sum makes the overlap of each wave with itself equal to one. The proof writes each summand as the j-th power of ζ^(g − q), with ζ = exp(2πi/N) a primitive N-th root of unity. In the congruent case every term is 1, and in the other case the geometric sum is to vanish because its ratio differs from 1 but has N-th power 1.

In Lean, a first try:

```lean
import Mathlib

open Finset ComplexConjugate

namespace RealSpaceProjector

noncomputable section

/-- The plane wave `exp(i k x)` with integer wave number `k`. -/
def planeWave (k : ℤ) (x : ℝ) : ℂ := Complex.exp (Complex.I * k * x)

/-- The point `x_j = 2 π j / N` of the uniform grid with `N` points per period. -/
def gridPoint (N : ℕ+) (j : ℕ) : ℝ := 2 * Real.pi * j / (N : ℕ)

/-- On the grid, two plane waves have overlap one if their wave numbers are congruent
modulo `N`, and overlap zero otherwise. -/
theorem grid_orthogonality (N : ℕ+) (q g : ℤ) :
    1 / ((N : ℕ) : ℂ) * ∑ j ∈ range (N : ℕ),
      conj (planeWave q (gridPoint N j)) * planeWave g (gridPoint N j)
      = if q ≡ g [ZMOD ((N : ℕ) : ℤ)] then 1 else 0 := by
  have hN : ((N : ℕ) : ℂ) ≠ 0 := Nat.cast_ne_zero.mpr N.ne_zero
  have hζ := Complex.isPrimitiveRoot_exp (N : ℕ) N.ne_zero
  -- the summand is a power of a root of unity
  have hterm : ∀ j : ℕ, conj (planeWave q (gridPoint N j)) * planeWave g (gridPoint N j)
      = (Complex.exp (2 * Real.pi * Complex.I / (N : ℕ)) ^ (g - q)) ^ j := by
    intro j
    rw [← Complex.exp_int_mul, ← Complex.exp_nat_mul]
    simp only [planeWave, gridPoint, ← Complex.exp_conj, ← Complex.exp_add, map_mul,
      Complex.conj_I, Complex.conj_ofReal, map_intCast]
    congr 1
    push_cast
    ring
  rw [Finset.sum_congr rfl fun j _ => hterm j]
  by_cases h : q ≡ g [ZMOD ((N : ℕ) : ℤ)]
  · have hw := (hζ.zpow_eq_one_iff_dvd (g - q)).mpr (Int.modEq_iff_dvd.mp h)
    rw [if_pos h, hw]
    simp only [one_pow, sum_const, card_range, nsmul_eq_mul, mul_one]
    exact one_div_mul_cancel hN
  · have hw : Complex.exp (2 * Real.pi * Complex.I / (N : ℕ)) ^ (g - q) ≠ 1 := fun h1 =>
      h (Int.modEq_iff_dvd.mpr ((hζ.zpow_eq_one_iff_dvd (g - q)).mp h1))
    have hwN : (Complex.exp (2 * Real.pi * Complex.I / (N : ℕ)) ^ (g - q)) ^ (N : ℕ) = 1 := by
      rw [← zpow_natCast, ← zpow_mul, mul_comm, zpow_mul, zpow_natCast, hζ.pow_eq_one,
        one_zpow]
    rw [if_neg h, geom_sum_eq hw, hwN, sub_self, zero_div, mul_zero]

end

end RealSpaceProjector
```

Messages:

```
Main.lean:42:72: error: Tactic `rewrite` failed: Did not find an occurrence of the pattern
  Complex.exp (2 * ↑Real.pi * Complex.I / ↑↑N) ^ ↑N
in the target expression
  (Complex.exp (Complex.I * (2 * ↑Real.pi) / ↑↑N) ^ (g - q)) ^ ↑N = 1

N : ℕ+
q g : ℤ
hN : ↑↑N ≠ 0
hζ : IsPrimitiveRoot (Complex.exp (2 * ↑Real.pi * Complex.I / ↑↑N)) ↑N
hterm :
  ∀ (j : ℕ),
    (starRingEnd ℂ) (planeWave q (gridPoint N j)) * planeWave g (gridPoint N j) =
      (Complex.exp (2 * ↑Real.pi * Complex.I / ↑↑N) ^ (g - q)) ^ j
h : ¬q ≡ g [ZMOD ↑↑N]
hw : Complex.exp (2 * ↑Real.pi * Complex.I / ↑↑N) ^ (g - q) ≠ 1
⊢ (Complex.exp (Complex.I * (2 * ↑Real.pi) / ↑↑N) ^ (g - q)) ^ ↑N = 1
```

What went wrong. The error arises in `hwN`, the claim that the ratio has N-th power 1. After `← zpow_mul` the exponent is the product `(g - q) * ↑N`, and `mul_comm` was meant to swap its factors. Given no arguments, `mul_comm` fits any product, and Lean used it on the one inside the exponential, turning `2 * ↑Real.pi * Complex.I` into `Complex.I * (2 * ↑Real.pi)`. The exponent kept its order, so `zpow_mul` and `zpow_natCast` only led back to a power `g - q` raised to `↑N`. The rewrite with `hζ.pow_eq_one` needs the original exponential raised directly to `↑N`, and the message reports that this pattern is absent.

The repair writes `mul_comm (g - q)`, which fixes the first factor, so that only the product in the exponent fits. Once that is swapped, `zpow_mul` puts the power `↑N` innermost, where `hζ.pow_eq_one` applies, and `one_zpow` finishes the proof. The changed line break is mere tidying.

Fix (accepted with no message):

```diff
@@ -40,6 +40,6 @@
       h (Int.modEq_iff_dvd.mpr ((hζ.zpow_eq_one_iff_dvd (g - q)).mp h1))
     have hwN : (Complex.exp (2 * Real.pi * Complex.I / (N : ℕ)) ^ (g - q)) ^ (N : ℕ) = 1 := by
-      rw [← zpow_natCast, ← zpow_mul, mul_comm, zpow_mul, zpow_natCast, hζ.pow_eq_one,
-        one_zpow]
+      rw [← zpow_natCast, ← zpow_mul, mul_comm (g - q), zpow_mul, zpow_natCast,
+        hζ.pow_eq_one, one_zpow]
     rw [if_neg h, geom_sum_eq hw, hwN, sub_self, zero_div, mul_zero]
 
```
